# Symmetry multiplicities of a band group are constant along a line if its projector is continuous and commutes with fixed symmetry matrices

A group of bands that is isolated at every point of a symmetry line, endpoints included, keeps its multiplicities for the irreps of the line's symmetry group. I use this whenever I match labels between high-symmetry points, but I have only ever argued that "an integer can't jump". Which hypotheses does this need, and can it be proved in Lean?

## One integer for the whole line

Yes. Let P(t) be idempotent n × n matrices, continuous in t on a connected set K, and let Q be a fixed idempotent commuting with every P(t). Then there is one natural number m with

tr(Q P(t)) = rank(Q P(t)) = m for all t in K.

Here P(t) projects onto the band group and Q onto the states of one symmetry type, so m counts states. For an irrep of dimension d, that is d times its multiplicity. The character-formula multiplicities are constant as well.

Fix a point s in K, write R = P(s), and set

W(t) = P(t) R + (1 − P(t))(1 − R).

Since P(t)² = P(t) and R² = R, multiplying out gives

P(t) W(t) = P(t) R = W(t) R.

At t = s, W(s) = R + (1 − R) = 1, so det W(s) = 1. The determinant is continuous, so W(t) is invertible for t near s. Let A be a fixed matrix commuting with every P(t). It commutes with W(t) too, and therefore

A P(t) = A P(t) W W⁻¹ = A W R W⁻¹ = W (A R) W⁻¹.

Taking traces gives tr(A P(t)) = tr(A P(s)) near s. A locally constant function on a connected set is constant.

For A = Q, commutation gives

(Q P)² = Q² P² = Q P.

An idempotent acts as 1 on its range and as 0 on its kernel, and these together span the space, so its trace is its rank. That supplies the integer. Now let D be a fixed matrix representation of a finite group G, with every D(g) commuting with every P(t), and let χ be an irreducible character of G. For A = D(g), each term of

|G|⁻¹ Σ_g χ(g⁻¹) tr(D(g) P(t))

is constant, and so is the sum.

## Without commutation the trace can drift

Take three orbitals, and let P(t) project onto the normalised state (cos t, sin t, 0) together with the third orbital. The projector Q = diag(1, 1, 0) commutes with P(t), and tr(Q P(t)) = 1 for every t. Replace it by q = diag(1, 0, 0). The (1,2) entry of q P(t) is cos t sin t, while that of P(t) q is 0, so the two generally do not commute, and

tr(q P(t)) = cos² t,

which varies continuously between 0 and 1.

## The Lean file

```lean
import Mathlib

open Matrix Topology

namespace BandCompatibility

noncomputable section

variable {n : Type*} [Fintype n] [DecidableEq n]

/-- The trace of an idempotent matrix is its rank, the number of states it selects. -/
theorem trace_eq_rank {A : Matrix n n ℂ} (hA : IsIdempotentElem A) :
    A.trace = (A.rank : ℂ) := by
  have hproj : LinearMap.IsProj (LinearMap.range (Matrix.toLin' A)) (Matrix.toLin' A) := by
    refine ⟨fun x => ⟨x, rfl⟩, ?_⟩
    rintro _ ⟨x, rfl⟩
    simp only [Matrix.toLin'_apply, Matrix.mulVec_mulVec, hA.eq]
  have h := hproj.trace
  rw [LinearMap.trace_eq_matrix_trace ℂ (Pi.basisFun ℂ n),
    LinearMap.toMatrix_eq_toMatrix', LinearMap.toMatrix'_toLin'] at h
  exact h

/-- The matrix `P R + (1 - P)(1 - R)`, which maps the range of `R` into the range of `P`, for
idempotents `P` and `R`. -/
def transport (P R : Matrix n n ℂ) : Matrix n n ℂ := P * R + (1 - P) * (1 - R)

/-- For idempotents `P` and `R`, the transport matrix `W` satisfies `P W = W R`. -/
theorem transport_intertwines {P R : Matrix n n ℂ} (hP : IsIdempotentElem P)
    (hR : IsIdempotentElem R) : P * transport P R = transport P R * R := by
  have h1 : P * transport P R = P * R := by
    calc P * (P * R + (1 - P) * (1 - R))
        = (P * P) * R + (P - P * P) * (1 - R) := by noncomm_ring
      _ = P * R := by rw [hP.eq]; simp
  have h2 : transport P R * R = P * R := by
    calc (P * R + (1 - P) * (1 - R)) * R
        = P * (R * R) + (1 - P) * (R - R * R) := by noncomm_ring
      _ = P * R := by rw [hR.eq]; simp
  rw [h1, h2]

/-- If the transport matrix between two idempotents is invertible, every matrix `A` that
commutes with both has the same trace over the states selected by either. -/
theorem trace_eq_of_transport {A P R : Matrix n n ℂ} (hP : IsIdempotentElem P)
    (hR : IsIdempotentElem R) (hAP : Commute A P) (hAR : Commute A R)
    (hW : IsUnit (transport P R)) : (A * P).trace = (A * R).trace := by
  obtain ⟨V, hWV⟩ := hW.exists_right_inv
  have hVW : V * transport P R = 1 := mul_eq_one_comm.mp hWV
  have hAW : Commute A (transport P R) :=
    (hAP.mul_right hAR).add_right
      (((Commute.one_right A).sub_right hAP).mul_right ((Commute.one_right A).sub_right hAR))
  -- `A P` and `A R` are similar matrices
  have h : A * P = transport P R * (A * R) * V := by
    calc A * P = A * (P * (transport P R * V)) := by rw [hWV, mul_one]
      _ = A * (P * transport P R) * V := by simp only [mul_assoc]
      _ = A * transport P R * R * V := by
          rw [transport_intertwines hP hR]; simp only [mul_assoc]
      _ = transport P R * (A * R) * V := by rw [hAW.eq]; simp only [mul_assoc]
  rw [h, Matrix.trace_mul_comm, ← mul_assoc V, hVW, one_mul]

/-- Let the idempotents `P k` be continuous on a connected region `K`. The trace over the
bands of any fixed matrix `A` commuting with every `P k` is the same throughout `K`. -/
theorem trace_constant {X : Type*} [TopologicalSpace X] {K : Set X} (hK : IsPreconnected K)
    {P : X → Matrix n n ℂ} (hcont : ContinuousOn P K)
    (hP : ∀ k ∈ K, IsIdempotentElem (P k)) {A : Matrix n n ℂ}
    (hA : ∀ k ∈ K, Commute A (P k)) {k l : X} (hk : k ∈ K) (hl : l ∈ K) :
    (A * P k).trace = (A * P l).trace := by
  have : PreconnectedSpace K := Subtype.preconnectedSpace hK
  have hc : Continuous (fun t : K => P t) := continuousOn_iff_continuous_domRestrict.mp hcont
  have hloc : IsLocallyConstant (fun t : K => (A * P t).trace) := by
    rw [IsLocallyConstant.iff_eventually_eq]
    intro s
    have hs := hP s s.2
    have hd : Continuous (fun t : K => (transport (P t) (P s)).det) :=
      ((hc.mul continuous_const).add
        ((continuous_const.sub hc).mul continuous_const)).matrix_det
    -- the transport matrix is the identity at `s`, hence invertible nearby
    have h1 : transport (P s) (P s) = 1 := by
      rw [transport, hs.eq, hs.one_sub.eq, add_sub_cancel]
    have h0 : (transport (P s) (P s)).det ≠ 0 := by
      rw [h1, Matrix.det_one]; exact one_ne_zero
    filter_upwards [hd.continuousAt.eventually_ne h0] with t ht
    exact trace_eq_of_transport (hP t t.2) hs (hA t t.2) (hA s s.2)
      ((Matrix.isUnit_iff_isUnit_det _).mpr (isUnit_iff_ne_zero.mpr ht))
  exact hloc.apply_eq_of_preconnectedSpace ⟨k, hk⟩ ⟨l, hl⟩

/-- Let the band projectors `P k` be idempotent and continuous on a connected region `K`, and
let the fixed idempotent `Q` commute with all of them. Then `tr (Q P k)` is one and the same
natural number throughout `K`, equal to the rank of `Q P k`. -/
theorem symmetry_count_constant {X : Type*} [TopologicalSpace X] {K : Set X}
    (hK : IsPreconnected K) {P : X → Matrix n n ℂ} (hcont : ContinuousOn P K)
    (hP : ∀ k ∈ K, IsIdempotentElem (P k)) {Q : Matrix n n ℂ} (hQ : IsIdempotentElem Q)
    (hQP : ∀ k ∈ K, Commute Q (P k)) :
    ∃ m : ℕ, ∀ k ∈ K, (Q * P k).trace = (m : ℂ) ∧ (Q * P k).rank = m := by
  have hrank : ∀ k ∈ K, (Q * P k).trace = ((Q * P k).rank : ℂ) := by
    intro k hk
    apply trace_eq_rank
    change Q * P k * (Q * P k) = Q * P k
    calc Q * P k * (Q * P k) = Q * (P k * Q) * P k := by simp only [mul_assoc]
      _ = Q * (Q * P k) * P k := by rw [← (hQP k hk).eq]
      _ = (Q * Q) * (P k * P k) := by simp only [mul_assoc]
      _ = Q * P k := by rw [hQ.eq, (hP k hk).eq]
  rcases K.eq_empty_or_nonempty with rfl | ⟨l, hl⟩
  · exact ⟨0, fun k hk => absurd hk (Set.notMem_empty k)⟩
  · refine ⟨(Q * P l).rank, fun k hk => ?_⟩
    have h := (trace_constant hK hcont hP hQP hk hl).trans (hrank l hl)
    exact ⟨h, Nat.cast_injective (R := ℂ) ((hrank k hk).symm.trans h)⟩

variable {G : Type*} [Group G] [Fintype G]

/-- The character formula `|G|⁻¹ ∑ χ(g⁻¹) tr (D(g) P)` as a complex number. It is the multiplicity
of `χ` in the bands selected by `P` when `χ` is an irreducible character and `P` is an idempotent
commuting with every `D g`. -/
def multiplicity (D : G →* Matrix n n ℂ) (χ : G → ℂ) (P : Matrix n n ℂ) : ℂ :=
  (Fintype.card G : ℂ)⁻¹ * ∑ g, χ (g⁻¹) * (D g * P).trace

/-- Compatibility along a symmetry line `[a, b]`: if the idempotents `P t` are continuous on
the closed line and commute with the symmetry operations `D g`, the character-formula
multiplicity at every point of the line equals that at the endpoint `a`. -/
theorem compatibility (D : G →* Matrix n n ℂ) (χ : G → ℂ) {a b : ℝ}
    {P : ℝ → Matrix n n ℂ} (hcont : ContinuousOn P (Set.Icc a b))
    (hP : ∀ t ∈ Set.Icc a b, IsIdempotentElem (P t))
    (hD : ∀ g, ∀ t ∈ Set.Icc a b, Commute (D g) (P t)) {t : ℝ} (ht : t ∈ Set.Icc a b) :
    multiplicity D χ (P t) = multiplicity D χ (P a) := by
  unfold multiplicity
  congr 1
  refine Finset.sum_congr rfl fun g _ => ?_
  rw [trace_constant isPreconnected_Icc hcont hP (hD g) ht ⟨le_rfl, ht.1.trans ht.2⟩]

/-- The projector onto two bands in a three-orbital model: one mixes the first two orbitals with
angle `t`, the other is the third orbital. -/
def mixingBands (t : ℝ) : Matrix (Fin 3) (Fin 3) ℂ :=
  !![Complex.cos t ^ 2, Complex.cos t * Complex.sin t, 0;
     Complex.cos t * Complex.sin t, Complex.sin t ^ 2, 0;
     0, 0, 1]

/-- The mixing bands form a continuous family of idempotents commuting with the projector on
the first two orbitals, and the trace of the product is 1 for every angle. -/
theorem symmetry_count_witness :
    Continuous mixingBands ∧ (∀ t, IsIdempotentElem (mixingBands t)) ∧
    IsIdempotentElem (!![1, 0, 0; 0, 1, 0; 0, 0, 0] : Matrix (Fin 3) (Fin 3) ℂ) ∧
    (∀ t, Commute !![1, 0, 0; 0, 1, 0; 0, 0, 0] (mixingBands t)) ∧
    ∀ t, (!![1, 0, 0; 0, 1, 0; 0, 0, 0] * mixingBands t).trace = 1 := by
  refine ⟨?_, fun t => ?_, ?_, fun t => ?_, fun t => ?_⟩
  · refine continuous_matrix fun i j => ?_
    fin_cases i <;> fin_cases j <;> simp [mixingBands] <;> fun_prop
  · have h := Complex.sin_sq_add_cos_sq (t : ℂ)
    change mixingBands t * mixingBands t = mixingBands t
    ext i j
    fin_cases i <;> fin_cases j <;>
      simp [mixingBands, Matrix.mul_apply, Fin.sum_univ_succ]
    · linear_combination Complex.cos t ^ 2 * h
    · linear_combination Complex.cos t * Complex.sin t * h
    · linear_combination Complex.cos t * Complex.sin t * h
    · linear_combination Complex.sin t ^ 2 * h
  · unfold IsIdempotentElem
    ext i j
    fin_cases i <;> fin_cases j <;> simp [Matrix.mul_apply, Fin.sum_univ_succ]
  · rw [commute_iff_eq]
    ext i j
    fin_cases i <;> fin_cases j <;>
      simp [mixingBands, Matrix.mul_apply, Fin.sum_univ_succ]
  · have h : Complex.cos (t : ℂ) ^ 2 + Complex.sin (t : ℂ) ^ 2 = 1 := by
      linear_combination Complex.sin_sq_add_cos_sq (t : ℂ)
    simp [mixingBands, Matrix.trace_fin_three, h]

/-- For the idempotent projector on the first orbital alone, the trace of its product with the
mixing bands is `cos² t`. -/
theorem trace_varies_without_symmetry :
    IsIdempotentElem (!![1, 0, 0; 0, 0, 0; 0, 0, 0] : Matrix (Fin 3) (Fin 3) ℂ) ∧
    ∀ t : ℝ, (!![1, 0, 0; 0, 0, 0; 0, 0, 0] * mixingBands t).trace = Complex.cos t ^ 2 := by
  refine ⟨?_, fun t => ?_⟩
  · unfold IsIdempotentElem
    ext i j
    fin_cases i <;> fin_cases j <;> simp [Matrix.mul_apply, Fin.sum_univ_succ]
  · simp [mixingBands, Matrix.trace_fin_three]

end

end BandCompatibility
```

```lean
#print axioms BandCompatibility.symmetry_count_constant
#print axioms BandCompatibility.compatibility
#print axioms BandCompatibility.trace_varies_without_symmetry
```

```
'BandCompatibility.symmetry_count_constant' depends on axioms: [propext, Classical.choice, Quot.sound]
'BandCompatibility.compatibility' depends on axioms: [propext, Classical.choice, Quot.sound]
'BandCompatibility.trace_varies_without_symmetry' depends on axioms: [propext, Classical.choice, Quot.sound]
```

## What the theorems say about bands

In `symmetry_count_constant`, `K` is any preconnected set in a topological space, so it may be a line, a plane or a region of k-space. The matrices act on a finite orbital basis indexed by `n`. They need only be idempotent; Hermitian projectors are a special case.

`ContinuousOn P K` stands for isolation: a gap separating the group from all other bands makes the projector of a continuous Hamiltonian continuous. The file assumes this continuity and contains no Hamiltonian.

In `compatibility`, the line is `Set.Icc a b`, endpoints included, and `D` is a representation of a finite group by matrices that do not depend on k. At an endpoint with higher symmetry, `D` still describes only the operations of the line. The function `χ` is arbitrary, and `multiplicity` is a complex number; it is the usual multiplicity when `χ` is an irreducible character.

For a finite-basis band model whose Hamiltonian is continuous along the line and commutes there with such k-independent symmetry matrices, different counts at the two ends of a line mean that no continuous, symmetry-respecting projector joins them, so the group cannot be isolated at every point of the line, endpoints included.

## How the lemmas fit together

`trace_eq_rank` views the matrix as a projection onto its range and uses Mathlib's trace formula for projections. `transport` is W, `transport_intertwines` is P W = W R, and `trace_eq_of_transport` is the similarity argument, with `V` as W⁻¹.

`trace_constant` does the topology. It shows that the determinant is continuous and nonzero at `s`, uses `eventually_ne` to keep it nonzero nearby, and passes from locally constant to constant by connectedness. `symmetry_count_constant` adds the idempotence of Q P, and `compatibility` applies `trace_constant` to each term of the character sum.

`symmetry_count_witness` and `trace_varies_without_symmetry` check the three-orbital example: the continuity and idempotence of P(t), its commutation with Q, and the two traces. That q and P(t) generally do not commute is shown only in the prose above.
